# Static over on-shell dynamical Coulomb-hole integrand at the band bottom: a ratio rising from 1 towards 2 in a plasmon-pole model

## Why the static Coulomb hole needs an error estimate

The COHSEX approximation replaces the frequency-dependent screened interaction of the GW self-energy by its static value. The usual argument is that the energy transferred to an intermediate electron state is small compared with the energy of the screening mode. That argument gives no control at large momentum transfer, where both energies grow like the free-particle kinetic energy. Nor does it say whether the static integrand is too large or too small at a given momentum, whether the error changes sign, or whether it stays bounded. For a free electron at the band bottom, screened by a single plasmon pole with positive plasma frequency and non-negative dispersion coefficient, all three questions have an exact answer. The static Coulomb-hole integrand agrees with the on-shell dynamical one at zero momentum transfer and is too large in magnitude at every other, by a factor that grows strictly and approaches 2 without reaching it.

## The plasmon-pole Coulomb hole

Atomic units are used throughout. Let $q\ge 0$ be the magnitude of the momentum transfer, $v(q)=4\pi/q^2$ the bare Coulomb interaction, and $\omega_p$ the plasma frequency, which for an electron gas of density $n$ obeys $\omega_p^2=4\pi n$. The model puts all the spectral weight of the screening into one mode of frequency

$$\Omega(q)=\sqrt{\omega_p^2+a q^2+q^4/4},$$

so that at frequency $\nu$ the screened interaction minus the bare one is $v(q)\,\omega_p^2/(\nu^2-\Omega^2)$. The form of $\Omega$ is postulated. It starts at the plasma frequency and goes over into the free-particle energy $q^2/2$ at large $q$. The constant $a$, a squared velocity, sets the initial dispersion of the mode, and $a\ge0$ says that the mode does not soften at small $q$. With Fermi velocity $v_F$, the choice $a=v_F^2/3$ reproduces Thomas–Fermi static screening at small $q$.

The Coulomb-hole term is the part of the self-energy that comes from the pole of the screened interaction. For external frequency $\omega$ and an intermediate state of energy $\varepsilon$, define the detuning $\delta=\omega-\varepsilon$. The contribution of momentum transfer $q$ is

$$v(q)\,\frac{\omega_p^2}{2\Omega}\,\frac{1}{\delta-\Omega}=-\frac{v(q)}{2}\,I(\delta,q),\qquad I(\delta,q)=\frac{\omega_p^2}{\Omega\,(\Omega-\delta)} .$$

Static screening sets $\delta=0$, which gives half the static screened-minus-bare interaction. With energies measured from the band bottom, an electron there evaluated on shell has $\omega=0$, and the intermediate free-electron state has $\varepsilon=q^2/2$, so $\delta=-q^2/2$. No angle enters, and in three dimensions the factor $q^2$ of the volume element cancels the $1/q^2$ of $v$, leaving the constant $-1/\pi$ in front of $\int_0^\infty I\,dq$. The quantity of interest is

$$r(q)=\frac{I(0,q)}{I(-q^2/2,\,q)} .$$

## The five properties of $r$ and their Lean form

For $\omega_p>0$ and $a\ge0$: $r(q)=(\Omega+q^2/2)/\Omega$; $r(0)=1$; $r$ is strictly increasing on $[0,\infty)$; $r(q)<2$ for every $q$; and $r(q)\to2$ as $q\to\infty$. Two further theorems state that $q^2\,(2-r(q))\to 2a$ and that $r$ maps $[0,\infty)$ bijectively onto $[1,2)$.

In the file `modeFreq ωp a q` is $\Omega(q)$ and `chIntegrand ωp a δ q` is $I(\delta,q)$, the quantity left after the negative prefactor $-v(q)/2$ is removed; it is positive for $\delta<\Omega$, hence at both values of $\delta$ used here. A ratio above 1 therefore means a static contribution that is more negative than the dynamical one. `chRatio ωp a q` is defined as the quotient of the integrand at `0` and at `-(q ^ 2 / 2)`, so the closed form is a proved statement about that quotient. The hypotheses are `hw : 0 < ωp` and `ha : 0 ≤ a`.

The theorem `static_over_dynamical_ratio` is the conjunction of the five properties. The variable `q` ranges over all reals; since only $q^2$ and $q^4$ occur, $r$ is even, and the closed form and the bound are stated for every real `q`. `StrictMonoOn (chRatio ωp a) (Ici 0)` says that $0\le p<q$ implies $r(p)<r(q)$, where `Ici 0` is $[0,\infty)$ and $p$ is a second momentum, unrelated to the subscript of $\omega_p$. `Tendsto (chRatio ωp a) atTop (𝓝 2)` is the limit $q\to+\infty$. In `chRatio_bijOn`, `Ico 1 2` is the half-open interval $[1,2)$.

The mode frequency and the integrand enter as definitions; they are not derived from the many-electron problem. The statements are pointwise in $q$ and concern neither the momentum integral nor the screened-exchange half of COHSEX. States away from the band bottom, where $\delta$ depends on an angle and can be positive, are not covered, and neither are damping, local fields or shifted quasiparticle energies. For electronic-structure work the result shows, within this one-pole, free-electron, band-bottom model, that the error of the static Coulomb hole has one sign and is relatively largest at short wavelength.

## From $\Omega>q^2/2$ to the bounds and limits

The radicand is positive, so $\Omega^2=\omega_p^2+aq^2+q^4/4$. Then $\Omega^2-(q^2/2)^2=\omega_p^2+aq^2>0$, which gives $\Omega>q^2/2\ge0$.

Both denominators are now nonzero and $\omega_p^2\neq0$ cancels:

$$r=\frac{\omega_p^2/\Omega^2}{\omega_p^2/\big(\Omega(\Omega+q^2/2)\big)}=\frac{\Omega+q^2/2}{\Omega}=1+\frac{q^2}{2\Omega}.$$

At $q=0$ this is 1, and $q^2/2<\Omega$ gives $r<2$.

For $0\le p<q$, the inequality $r(p)<r(q)$ is equivalent to $p^2\,\Omega(q)<q^2\,\Omega(p)$. Both sides are non-negative, so it suffices to compare squares. The terms $p^4q^4/4$ cancel:

$$q^4\Omega(p)^2-p^4\Omega(q)^2=\omega_p^2\,(q^2-p^2)(q^2+p^2)+a\,p^2q^2\,(q^2-p^2).$$

The first term is strictly positive and the second is non-negative.

The distance from 2 follows by multiplying numerator and denominator by $\Omega+q^2/2$:

$$2-r=\frac{\Omega-q^2/2}{\Omega}=\frac{\Omega^2-q^4/4}{\Omega(\Omega+q^2/2)}=\frac{\omega_p^2+aq^2}{\Omega(\Omega+q^2/2)} .$$

For $q>0$, $\Omega>q^2/2$ and $\Omega+q^2/2>q^2$, so the denominator exceeds $q^4/2$ and

$$0<2-r\le\frac{2\omega_p^2}{q^4}+\frac{2a}{q^2}.$$

The right side tends to zero, hence $r\to2$.

For the rate, $r-1=q^2/(2\Omega)$ gives $4(r-1)^2/r=q^4/\big(\Omega(\Omega+q^2/2)\big)$, and therefore, for $q>0$,

$$q^2(2-r)=\Big(\frac{\omega_p^2}{q^2}+a\Big)\frac{4(r-1)^2}{r}\;\longrightarrow\;a\cdot\frac{4\cdot1}{2}=2a .$$

At $a=0$ the limit is zero: the approach to 2 is then faster than $q^{-2}$.

Finally $r$ is continuous, because $\Omega$ is continuous and never zero. Monotonicity makes $r$ injective on $[0,\infty)$ with $r\ge r(0)=1$. For a target value $y\in[1,2)$, the limit supplies a $Q\ge0$ with $r(Q)>y$, and the intermediate value theorem on $[0,Q]$ gives a $q$ with $r(q)=y$.

## The Lean file

```lean
import Mathlib

open Filter Topology Set

namespace StaticCoulombHoleRatio

noncomputable section

/-- Plasmon-pole mode frequency `Ω(q) = √(ω_p² + a q² + q⁴/4)` in atomic units. -/
def modeFreq (ωp a q : ℝ) : ℝ := Real.sqrt (ωp ^ 2 + a * q ^ 2 + q ^ 4 / 4)

/-- Coulomb-hole integrand `ω_p² / (Ω (Ω - δ))` (prefactor `-v(q)/2` dropped), where `δ` is the
external frequency minus the energy of the intermediate state. -/
def chIntegrand (ωp a δ q : ℝ) : ℝ :=
  ωp ^ 2 / (modeFreq ωp a q * (modeFreq ωp a q - δ))

/-- Ratio of the static integrand (`δ = 0`) to the on-shell dynamical integrand at the band
bottom (`δ = -q²/2`). -/
def chRatio (ωp a q : ℝ) : ℝ :=
  chIntegrand ωp a 0 q / chIntegrand ωp a (-(q ^ 2 / 2)) q

variable {ωp a : ℝ}

/-- The mode frequency obeys `Ω² = ω_p² + a q² + q⁴/4`, exceeds the free-particle energy
`q²/2`, and is positive. -/
theorem modeFreq_spec (hw : 0 < ωp) (ha : 0 ≤ a) (q : ℝ) :
    modeFreq ωp a q ^ 2 = ωp ^ 2 + a * q ^ 2 + q ^ 4 / 4 ∧
      q ^ 2 / 2 < modeFreq ωp a q ∧ 0 < modeFreq ωp a q := by
  have h0 : 0 ≤ ωp ^ 2 + a * q ^ 2 + q ^ 4 / 4 := by positivity
  have h1 : q ^ 2 / 2 < modeFreq ωp a q := by
    apply Real.lt_sqrt_of_sq_lt
    have h2 := mul_nonneg ha (sq_nonneg q)
    have h3 := pow_pos hw 2
    nlinarith
  exact ⟨Real.sq_sqrt h0, h1, lt_of_le_of_lt (by positivity) h1⟩

/-- The static-to-dynamical ratio equals `(Ω + q²/2) / Ω`. -/
theorem chRatio_eq (hw : 0 < ωp) (ha : 0 ≤ a) (q : ℝ) :
    chRatio ωp a q = (modeFreq ωp a q + q ^ 2 / 2) / modeFreq ωp a q := by
  obtain ⟨-, -, hpos⟩ := modeFreq_spec hw ha q
  have hw' := hw.ne'
  have key : ∀ W S : ℝ, W ≠ 0 → S ≠ 0 →
      ωp ^ 2 / (W * W) / (ωp ^ 2 / (W * S)) = S / W := by
    intro W S hW hS
    field_simp
  unfold chRatio chIntegrand
  rw [sub_zero, sub_neg_eq_add]
  exact key _ _ hpos.ne' (by positivity)

/-- At zero momentum transfer the ratio equals one. -/
theorem chRatio_zero (hw : 0 < ωp) (a : ℝ) : chRatio ωp a 0 = 1 := by
  have h : modeFreq ωp a 0 = modeFreq ωp 0 0 := by
    unfold modeFreq
    congr 1
    ring
  have h' : chRatio ωp a 0 = chRatio ωp 0 0 := by
    unfold chRatio chIntegrand
    rw [h]
  obtain ⟨-, -, hpos⟩ := modeFreq_spec hw le_rfl 0
  rw [h', chRatio_eq hw le_rfl, div_eq_one_iff_eq hpos.ne']
  ring

/-- The ratio is strictly increasing in the momentum transfer on `[0, ∞)`. -/
theorem chRatio_strictMonoOn (hw : 0 < ωp) (ha : 0 ≤ a) :
    StrictMonoOn (chRatio ωp a) (Ici 0) := by
  intro p hp q _ hpq
  have hp0 : 0 ≤ p := hp
  have hq0 : 0 < q := lt_of_le_of_lt hp0 hpq
  obtain ⟨hsp, -, hpp⟩ := modeFreq_spec hw ha p
  obtain ⟨hsq, -, hpq'⟩ := modeFreq_spec hw ha q
  have hd : 0 < q ^ 2 - p ^ 2 := by nlinarith
  -- cross-multiplied inequality, obtained by comparing squares
  have key : p ^ 2 / 2 * modeFreq ωp a q < q ^ 2 / 2 * modeFreq ωp a p := by
    apply lt_of_pow_lt_pow_left₀ 2 (by positivity)
    rw [mul_pow, mul_pow, hsp, hsq]
    have h1 : 0 < ωp ^ 2 * ((q ^ 2 - p ^ 2) * (q ^ 2 + p ^ 2)) := by positivity
    have h2 : 0 ≤ a * (p ^ 2 * q ^ 2 * (q ^ 2 - p ^ 2)) := by positivity
    nlinarith
  rw [chRatio_eq hw ha, chRatio_eq hw ha, div_lt_div_iff₀ hpp hpq']
  nlinarith

/-- The ratio is below two at every momentum transfer. -/
theorem chRatio_lt_two (hw : 0 < ωp) (ha : 0 ≤ a) (q : ℝ) : chRatio ωp a q < 2 := by
  obtain ⟨-, hlt, hpos⟩ := modeFreq_spec hw ha q
  rw [chRatio_eq hw ha, div_lt_iff₀ hpos]
  linarith

/-- The deficit of the ratio from two is `(ω_p² + a q²) / (Ω (Ω + q²/2))`. -/
theorem two_sub_chRatio (hw : 0 < ωp) (ha : 0 ≤ a) (q : ℝ) :
    2 - chRatio ωp a q =
      (ωp ^ 2 + a * q ^ 2) / (modeFreq ωp a q * (modeFreq ωp a q + q ^ 2 / 2)) := by
  obtain ⟨hsq, -, hpos⟩ := modeFreq_spec hw ha q
  have key : ∀ W S : ℝ, W ≠ 0 → (2 - S / W) * (W * S) = (2 * W - S) * S := by
    intro W S hW
    field_simp
  rw [chRatio_eq hw ha, eq_div_iff (by positivity), key _ _ hpos.ne']
  linear_combination hsq

/-- The ratio tends to two at large momentum transfer. -/
theorem chRatio_tendsto_two (hw : 0 < ωp) (ha : 0 ≤ a) :
    Tendsto (chRatio ωp a) atTop (𝓝 2) := by
  have hi : Tendsto (fun q : ℝ => q⁻¹) atTop (𝓝 0) := tendsto_inv_atTop_zero
  have hb : Tendsto (fun q : ℝ => 2 * ωp ^ 2 * q⁻¹ ^ 4 + 2 * a * q⁻¹ ^ 2) atTop (𝓝 0) := by
    have h := ((hi.pow 4).const_mul (2 * ωp ^ 2)).add ((hi.pow 2).const_mul (2 * a))
    simpa using h
  have hlow := hb.const_sub 2
  rw [sub_zero] at hlow
  refine tendsto_of_tendsto_of_tendsto_of_le_of_le' hlow tendsto_const_nhds ?_
    (Eventually.of_forall fun q => (chRatio_lt_two hw ha q).le)
  filter_upwards [eventually_gt_atTop (0 : ℝ)] with q hq
  obtain ⟨-, hlt, hpos⟩ := modeFreq_spec hw ha q
  have hq' := hq.ne'
  have ht : 0 < q ^ 2 := by positivity
  -- Ω > q²/2 bounds the denominator of the deficit from below by q⁴/2
  have h1 : 2 - chRatio ωp a q ≤ (ωp ^ 2 + a * q ^ 2) / (q ^ 2 / 2 * q ^ 2) := by
    rw [two_sub_chRatio hw ha]
    apply div_le_div_of_nonneg_left (by positivity) (by positivity)
    exact mul_le_mul hlt.le (by linarith) ht.le hpos.le
  have h2 : (ωp ^ 2 + a * q ^ 2) / (q ^ 2 / 2 * q ^ 2)
      = 2 * ωp ^ 2 * q⁻¹ ^ 4 + 2 * a * q⁻¹ ^ 2 := by
    field_simp
  linarith

/-- The ratio of the static to the on-shell dynamical Coulomb-hole integrand is
`(Ω + q²/2)/Ω`; it equals one at `q = 0`, increases strictly on `[0, ∞)`, stays below two
and tends to two. -/
theorem static_over_dynamical_ratio (hw : 0 < ωp) (ha : 0 ≤ a) :
    (∀ q, chRatio ωp a q = (modeFreq ωp a q + q ^ 2 / 2) / modeFreq ωp a q) ∧
      chRatio ωp a 0 = 1 ∧ StrictMonoOn (chRatio ωp a) (Ici 0) ∧
      (∀ q, chRatio ωp a q < 2) ∧ Tendsto (chRatio ωp a) atTop (𝓝 2) :=
  ⟨chRatio_eq hw ha, chRatio_zero hw a, chRatio_strictMonoOn hw ha, chRatio_lt_two hw ha,
    chRatio_tendsto_two hw ha⟩

/-- Rate of approach to two: `q² (2 - r(q))` tends to `2a` at large momentum transfer. -/
theorem chRatio_rate (hw : 0 < ωp) (ha : 0 ≤ a) :
    Tendsto (fun q => q ^ 2 * (2 - chRatio ωp a q)) atTop (𝓝 (2 * a)) := by
  have hi : Tendsto (fun q : ℝ => q⁻¹) atTop (𝓝 0) := tendsto_inv_atTop_zero
  have hr := chRatio_tendsto_two hw ha
  have h := (((hi.pow 2).const_mul (ωp ^ 2)).add_const a).mul
    ((((hr.sub_const 1).pow 2).const_mul 4).div hr two_ne_zero)
  have e : (ωp ^ 2 * (0 : ℝ) ^ 2 + a) * (4 * (2 - 1) ^ 2 / 2) = 2 * a := by ring
  rw [e] at h
  refine h.congr' ?_
  filter_upwards [eventually_gt_atTop (0 : ℝ)] with q hq
  obtain ⟨-, -, hpos⟩ := modeFreq_spec hw ha q
  have hq' := hq.ne'
  have key : ∀ W S : ℝ, W ≠ 0 → S ≠ 0 →
      (ωp ^ 2 * q⁻¹ ^ 2 + a) * (4 * (q ^ 2 / 2 / W) ^ 2 / (S / W))
        = q ^ 2 * ((ωp ^ 2 + a * q ^ 2) / (W * S)) := by
    intro W S hW hS
    field_simp
    ring
  -- r - 1 = q² / (2Ω)
  have e1 : (modeFreq ωp a q + q ^ 2 / 2) / modeFreq ωp a q - 1
      = q ^ 2 / 2 / modeFreq ωp a q := by
    rw [add_div, div_self hpos.ne']
    ring
  show (ωp ^ 2 * q⁻¹ ^ 2 + a) * (4 * (chRatio ωp a q - 1) ^ 2 / chRatio ωp a q)
    = q ^ 2 * (2 - chRatio ωp a q)
  rw [two_sub_chRatio hw ha, chRatio_eq hw ha, e1]
  exact key _ _ hpos.ne' (by positivity)

/-- The ratio maps the momenta `[0, ∞)` bijectively onto the interval `[1, 2)`. -/
theorem chRatio_bijOn (hw : 0 < ωp) (ha : 0 ≤ a) :
    BijOn (chRatio ωp a) (Ici 0) (Ico 1 2) := by
  have hmono := chRatio_strictMonoOn hw ha
  have hΩ : Continuous (modeFreq ωp a) := by
    show Continuous fun q : ℝ => Real.sqrt (ωp ^ 2 + a * q ^ 2 + q ^ 4 / 4)
    fun_prop
  have hcont : Continuous (chRatio ωp a) := by
    have hf : chRatio ωp a = fun q => (modeFreq ωp a q + q ^ 2 / 2) / modeFreq ωp a q :=
      funext (chRatio_eq hw ha)
    have h2 : Continuous fun q : ℝ => q ^ 2 / 2 := by fun_prop
    rw [hf]
    exact (hΩ.add h2).div hΩ fun q => (modeFreq_spec hw ha q).2.2.ne'
  refine ⟨fun q hq => ⟨?_, chRatio_lt_two hw ha q⟩, hmono.injOn, fun y hy => ?_⟩
  · rw [← chRatio_zero hw a]
    exact hmono.monotoneOn (mem_Ici.mpr le_rfl) hq hq
  · -- choose Q with r(Q) > y and use the intermediate value theorem on [0, Q]
    obtain ⟨Q, hQy, hQ⟩ := (((chRatio_tendsto_two hw ha).eventually
      (lt_mem_nhds hy.2)).and (eventually_ge_atTop (0 : ℝ))).exists
    have hmem : y ∈ Icc (chRatio ωp a 0) (chRatio ωp a Q) := by
      rw [chRatio_zero hw a]
      exact ⟨hy.1, hQy.le⟩
    obtain ⟨q, hq, hqy⟩ := intermediate_value_Icc hQ hcont.continuousOn hmem
    exact ⟨q, hq.1, hqy⟩

end

end StaticCoulombHoleRatio
```

```lean
#print axioms StaticCoulombHoleRatio.static_over_dynamical_ratio
#print axioms StaticCoulombHoleRatio.chRatio_rate
#print axioms StaticCoulombHoleRatio.chRatio_bijOn
```

```
'StaticCoulombHoleRatio.static_over_dynamical_ratio' depends on axioms: [propext, Classical.choice, Quot.sound]
'StaticCoulombHoleRatio.chRatio_rate' depends on axioms: [propext, Classical.choice, Quot.sound]
'StaticCoulombHoleRatio.chRatio_bijOn' depends on axioms: [propext, Classical.choice, Quot.sound]
```

## How each lemma carries one step

`modeFreq_spec` collects the three facts about $\Omega$ on which the later proofs draw. `Real.sq_sqrt` gives the square once the radicand is non-negative. `Real.lt_sqrt_of_sq_lt` reduces $q^2/2<\Omega$ to $(q^2/2)^2<\omega_p^2+aq^2+q^4/4$, which `nlinarith` closes from $aq^2\ge0$ and $\omega_p^2>0$.

`chRatio_eq` isolates the cancellation in `key`, an identity for arbitrary nonzero `W` and `S`, and then puts $W=\Omega$, $S=\Omega+q^2/2$. Stating it for plain variables keeps the square root out of the algebra; the same device returns in two later proofs.

`chRatio_zero` takes `a` as an arbitrary real. Since $a$ multiplies $q^2$, the value at $q=0$ is the one for $a=0$, where the closed form applies.

In `chRatio_strictMonoOn`, `key` is the cross-multiplied inequality with a factor $1/2$ on each side, so its difference of squares is a quarter of the displayed one. `lt_of_pow_lt_pow_left₀` is the passage to squares, `hsp` and `hsq` replace $\Omega(p)^2$ and $\Omega(q)^2$ by their radicands, and `h1` and `h2` are the signs of the two terms. `div_lt_div_iff₀` then turns $r(p)<r(q)$ into the cross-multiplied form.

`chRatio_lt_two` multiplies by $\Omega>0$, leaving $\Omega+q^2/2<2\Omega$. `two_sub_chRatio` clears the denominator to reach $(2W-S)S=(\Omega-q^2/2)(\Omega+q^2/2)$, and `linear_combination hsq` identifies this with $\omega_p^2+aq^2$.

`chRatio_tendsto_two` writes the bound in powers of `q⁻¹`, so that `hb` follows from $1/q\to0$. The squeeze has the constant 2 above and 2 minus the bound below. The lower bound is needed only for $q>0$, which is what `filter_upwards [eventually_gt_atTop (0 : ℝ)]` arranges; `h1` is the estimate of the denominator and `h2` splits the fraction.

`chRatio_rate` first builds the limit `h` of the product $(\omega_p^2/q^2+a)\cdot4(r-1)^2/r$ from the limits of its factors, evaluates it as $2a$ in `e`, and then shows with `e1` and `key` that the product equals $q^2(2-r)$ for $q>0$. `chRatio_bijOn` supplies the three parts of a bijection in order: values in $[1,2)$, injectivity from `hmono.injOn`, and surjectivity from `intermediate_value_Icc` on $[0,Q]$.

## Negative dispersion and vanishing plasma frequency

The numbers, integrals and tail estimates from here on are ordinary arithmetic on the model and are not theorems of the file.

Take $\omega_p=3/2$ and $a=-1$. The radicand equals $(q^2/2-1)^2+5/4$, so the mode is still real and positive. At $q=2$, however, $\Omega=3/2$ lies below $q^2/2=2$, and $r=1+4/3=7/3>2$. At $q=4$, $\Omega^2=201/4$ and $r\approx2.13$, which is smaller. Both the bound and the monotonicity fail, while $r(0)=1$ remains, as `chRatio_zero` states for every $a$.

Take instead $\omega_p=0$ and $a=0$. Then $\Omega=q^2/2$, and the expression $(\Omega+q^2/2)/\Omega$ equals 2 for every $q>0$, neither below 2 nor strictly increasing. Both integrands vanish, so the physical ratio is undefined, and `chRatio` returns Lean's value $0/0=0$, which also breaks the closed form.

## The ratio on a radial momentum grid

In this model the Coulomb hole at the band bottom can be computed by tabulating $\Omega$ on a radial grid and summing $I$ with quadrature weights and the prefactor $-1/\pi$. The dynamical summand is the static one multiplied by $1/r(q)$, a factor in $(1/2,1]$ that decreases along the grid. With positive weights, the static sum lies between one and two times the dynamical sum.

The case $\omega_p=a=1$ is a convenient check, because the radicand is a perfect square: $\Omega=1+q^2/2$, $r=(1+q^2)/(1+q^2/2)$, and $q^2(2-r)=q^2/(1+q^2/2)\to2$, in agreement with $2a$. The integrals over $[0,\infty)$ are $\sqrt2\,\pi/4$ for the static integrand and $\pi(1-\sqrt2/2)$ for the dynamical one, with ratio $(1+\sqrt2)/2\approx1.21$.

The limit matters for the part beyond a momentum cutoff $q_c$. At large $q$ the static integrand behaves as $4\omega_p^2/q^4$ and the dynamical one as $2\omega_p^2/q^4$, so the neglected tails are about $4\omega_p^2/(3q_c^3)$ and $2\omega_p^2/(3q_c^3)$. In this model, for large $q_c$, a static tail added to a dynamical sum is nearly twice the tail that is missing. When $2-r$ itself is wanted at large $q$, the quotient in `two_sub_chRatio` avoids subtracting two nearly equal floating-point numbers.
